# Multipliers for canonical orbitals with a fixed Fock operator exist exactly when the orbital gradient vanishes on degenerate pairs

The force on the nuclei of a molecule is wanted from a coupled-cluster energy computed in canonical Hartree–Fock orbitals. The orbitals change with the geometry, and the energy is generally not stationary with respect to that change. Differentiating directly would require the orbital response for every nuclear coordinate. A Lagrangian avoids this: the condition that the Fock matrix stays diagonal is added with multipliers, which are solved for once. If two orbitals have the same energy, however, the formula for their multiplier has a zero denominator. When do multipliers still exist?

## The multiplier equation and its solution

Let $e_i$ be the real orbital energies and $D=\mathrm{diag}(e)$ the canonical Fock matrix. A small orbital rotation multiplies the matrix of orbital coefficients from the right by $e^{K}$, where $K$ is a real antisymmetric matrix. With the Fock operator held fixed, it changes the Fock matrix to first order by $[D,K]=DK-KD$. Let the real antisymmetric matrix $A$ be the orbital gradient, defined so that the first-order energy change is $\mathrm{tr}(AK)$. The multipliers form a real symmetric matrix $Z$, and they must satisfy

$$DZ-ZD=A .$$

A symmetric solution exists if and only if $A_{ij}=0$ whenever $e_i=e_j$. Every solution then has

$$Z_{ij}=\frac{A_{ij}}{e_i-e_j}\qquad (e_i\neq e_j),$$

and exactly one solution vanishes on all pairs with $e_i=e_j$, including $i=j$.

If $A_{ij}\neq 0$ on a degenerate pair, rotating those two orbitals into each other keeps the Fock matrix diagonal to first order but changes the energy. The energy then depends on which canonical orbitals were chosen, and no multiplier can repair that.

## Frozen-core gradients and small energy gaps

In a closed-shell Hartree–Fock reference, rotations within the occupied or within the virtual space leave the density, and hence the Fock operator, unchanged. For those blocks the equation above applies as it stands. A typical case is a frozen-core coupled-cluster gradient: the energy is not invariant to mixing core with correlated occupied orbitals, so that block of $A$ is generally nonzero. Its multipliers follow by division and then enter the right-hand side of the coupled equations for the occupied–virtual block.

Starting from $Z=0$, the step for one block is short:

```
for each pair i < j in the block:
    gap = e[i] - e[j]
    if abs(gap) > tol:
        Z[i,j] = Z[j,i] = A[i,j] / gap
    else:
        require abs(A[i,j]) <= tol_A
        Z[i,j] = Z[j,i] = 0
```

Two details deserve care. First, a code that stores the derivative $g_{ij}$ of the energy with respect to the independent parameter $K_{ij}$, $i<j$, has $A_{ij}=-g_{ij}/2$ in the present convention, because $\mathrm{tr}(AK)=-2\sum_{i<j}A_{ij}K_{ij}$. Second, for a small but nonzero gap, setting $Z_{ij}=0$ discards a gradient term $2A_{ij}(F_1)_{ij}/(e_i-e_j)$, where $F_1$ is the symmetric first-order perturbation of the Fock matrix. The tolerance on $A_{ij}$ should therefore be judged against the gap.

## From stationarity to the gradient

Since $D$ is diagonal, $(DZ)_{ij}=e_iZ_{ij}$ and $(ZD)_{ij}=Z_{ij}e_j$, so

$$[D,Z]_{ij}=(e_i-e_j)Z_{ij}.$$

The first-order change of the Lagrangian under a rotation $K$ is $\mathrm{tr}(AK)+\mathrm{tr}(Z[D,K])$. Cyclicity of the trace gives $\mathrm{tr}(ZKD)=\mathrm{tr}(DZK)$, and therefore

$$\mathrm{tr}(Z[D,K])=\mathrm{tr}(ZDK)-\mathrm{tr}(DZK)=-\mathrm{tr}([D,Z]K).$$

The change is thus $\mathrm{tr}(MK)$ with the residual $M=A-[D,Z]$. If $M=0$, it vanishes for every $K$. Conversely, suppose it vanishes for every antisymmetric $K$. The residual is itself antisymmetric, because $A$ is and because

$$[D,Z]_{ji}=(e_j-e_i)Z_{ji}=-(e_i-e_j)Z_{ij}.$$

Choosing $K=M$ gives

$$0=\mathrm{tr}(MM)=-\mathrm{tr}(MM^{T})=-\sum_{ij}M_{ij}^2,$$

so every entry of $M$ is zero. Stationarity is equivalent to $[D,Z]=A$.

Entry by entry, this equation reads $(e_i-e_j)Z_{ij}=A_{ij}$. On a degenerate pair the left side is zero, so $A_{ij}=0$ is necessary and $Z_{ij}$ is unconstrained by the equation. On any other pair, division fixes $Z_{ij}$. If $A$ vanishes on the degenerate pairs, setting $Z_{ij}=0$ there completes a solution. It is symmetric because exchanging $i$ and $j$ changes the sign of both numerator and denominator:

$$\frac{A_{ji}}{e_j-e_i}=\frac{-A_{ij}}{-(e_i-e_j)}=\frac{A_{ij}}{e_i-e_j}.$$

All solutions agree on nondegenerate pairs, and this one adds nothing to $\sum_{ij}Z_{ij}^2$ on the others, so it has the least sum of squares.

Now apply the perturbation $F_1$, and let the orbitals respond by $K$ so that the Fock matrix stays diagonal to first order:

$$F_1+[D,K]=\mathrm{diag}(e^{(1)}),$$

where $e^{(1)}_i$ are the first-order orbital energies. For a solution $Z$ with zero diagonal,

$$\mathrm{tr}(AK)=\mathrm{tr}([D,Z]K)=-\mathrm{tr}(Z[D,K])=\mathrm{tr}(ZF_1)-\sum_i Z_{ii}e^{(1)}_i=\mathrm{tr}(ZF_1).$$

Once $F_1$ is known, the response term of the gradient is obtained without computing $K$. For two orbitals with energies $1$ and $3$, take $A_{12}=2$ and $(F_1)_{12}=2$. Then $Z_{12}=-1$ and $K_{12}=1$, and both traces equal $-4$.

## The multiplier equation in Lean

```lean
import Mathlib

open Matrix

namespace CanonicalOrbitalMultipliers

noncomputable section

variable {n : Type*} [Fintype n]

/-- A real antisymmetric matrix whose square has zero trace is zero. -/
theorem antisymm_eq_zero {M : Matrix n n ℝ} (hM : Mᵀ = -M)
    (h : trace (M * M) = 0) : M = 0 := by
  -- the trace of M Mᵀ is the sum of the squared entries
  have h1 : trace (M * Mᵀ) = 0 := by
    rw [hM, Matrix.mul_neg, Matrix.trace_neg, h, neg_zero]
  simp only [Matrix.trace, Matrix.diag_apply, Matrix.mul_apply,
    Matrix.transpose_apply] at h1
  ext i j
  have h2 := (Finset.sum_eq_zero_iff_of_nonneg
    (fun i _ => Finset.sum_nonneg fun j _ => mul_self_nonneg (M i j))).1 h1
    i (Finset.mem_univ i)
  have h3 := (Finset.sum_eq_zero_iff_of_nonneg
    (fun j _ => mul_self_nonneg (M i j))).1 h2 j (Finset.mem_univ j)
  exact mul_self_eq_zero.1 h3

variable [DecidableEq n]

/-- The commutator `diag(e) Z - Z diag(e)` of the canonical Fock matrix, with orbital
energies `e`, and a matrix `Z`. -/
def fockCommutator (e : n → ℝ) (Z : Matrix n n ℝ) : Matrix n n ℝ :=
  diagonal e * Z - Z * diagonal e

/-- The multiplier matrix with entries `A i j / (e i - e j)` on pairs of different orbital
energy and zero on degenerate pairs. -/
def canonicalMultiplier (e : n → ℝ) (A : Matrix n n ℝ) : Matrix n n ℝ :=
  Matrix.of fun i j => if e i = e j then 0 else A i j / (e i - e j)

/-- Each entry of the commutator with the Fock matrix is the entry of `Z` times the
difference of the two orbital energies. -/
theorem fockCommutator_apply (e : n → ℝ) (Z : Matrix n n ℝ) (i j : n) :
    fockCommutator e Z i j = (e i - e j) * Z i j := by
  rw [fockCommutator, Matrix.sub_apply, Matrix.diagonal_mul, Matrix.mul_diagonal]
  ring

/-- Under the trace, the commutator with the Fock matrix moves from the orbital rotation `K`
to the multipliers `Z` with a change of sign. -/
theorem trace_mul_fockCommutator (e : n → ℝ) (Z K : Matrix n n ℝ) :
    trace (Z * fockCommutator e K) = -trace (fockCommutator e Z * K) := by
  have h := Matrix.trace_mul_comm (Z * K) (diagonal e)
  simp only [fockCommutator, Matrix.mul_sub, Matrix.sub_mul, Matrix.trace_sub,
    ← Matrix.mul_assoc] at h ⊢
  linarith

/-- For antisymmetric `A` and symmetric `Z`, the first-order change of the Lagrangian,
`tr(A K) + tr(Z (diag(e) K - K diag(e)))`, vanishes for every antisymmetric orbital rotation
`K` exactly when `Z` solves the multiplier equation. -/
theorem stationary_iff (e : n → ℝ) {A Z : Matrix n n ℝ} (hA : Aᵀ = -A) (hZ : Z.IsSymm) :
    (∀ K : Matrix n n ℝ, Kᵀ = -K →
      trace (A * K) + trace (Z * fockCommutator e K) = 0) ↔ fockCommutator e Z = A := by
  constructor
  · intro h
    -- the residual is antisymmetric, so it may serve as the trial rotation
    have hM : (A - fockCommutator e Z)ᵀ = -(A - fockCommutator e Z) := by
      ext i j
      have hA' : A j i = -A i j := Matrix.ext_iff.mpr hA i j
      simp only [Matrix.transpose_apply, Matrix.neg_apply, Matrix.sub_apply,
        fockCommutator_apply]
      rw [hA', hZ.apply i j]
      ring
    have h0 := h _ hM
    rw [trace_mul_fockCommutator] at h0
    have h1 : trace ((A - fockCommutator e Z) * (A - fockCommutator e Z)) = 0 := by
      rw [Matrix.sub_mul, Matrix.trace_sub]
      linarith
    exact (sub_eq_zero.1 (antisymm_eq_zero hM h1)).symm
  · intro h K _
    rw [trace_mul_fockCommutator, h, add_neg_cancel]

/-- Every solution of the multiplier equation is fixed on a pair of orbitals with different
energies: it is `A i j` divided by the energy difference. -/
theorem multiplier_eq_div {e : n → ℝ} {A Z : Matrix n n ℝ} (h : fockCommutator e Z = A)
    {i j : n} (hij : e i ≠ e j) : Z i j = A i j / (e i - e j) := by
  rw [eq_div_iff (sub_ne_zero.mpr hij), ← h, fockCommutator_apply]
  ring

/-- For antisymmetric `A`, symmetric multipliers exist exactly when `A` vanishes on all degenerate
pairs, and `canonicalMultiplier e A` is then one such solution. Any solution that vanishes wherever
`e i = e j`, including the diagonal, equals `canonicalMultiplier e A`. -/
theorem canonical_multipliers (e : n → ℝ) {A : Matrix n n ℝ} (hA : Aᵀ = -A) :
    ((∃ Z : Matrix n n ℝ, Z.IsSymm ∧ fockCommutator e Z = A) ↔
      ∀ i j, e i = e j → A i j = 0) ∧
    ((∀ i j, e i = e j → A i j = 0) →
      (canonicalMultiplier e A).IsSymm ∧ fockCommutator e (canonicalMultiplier e A) = A) ∧
    (∀ Z : Matrix n n ℝ, fockCommutator e Z = A → (∀ i j, e i = e j → Z i j = 0) →
      Z = canonicalMultiplier e A) := by
  have key : (∀ i j, e i = e j → A i j = 0) →
      (canonicalMultiplier e A).IsSymm ∧
        fockCommutator e (canonicalMultiplier e A) = A := by
    intro hdeg
    constructor
    · -- numerator and denominator both change sign when i and j are exchanged
      refine Matrix.IsSymm.ext fun i j => ?_
      have hA' : A j i = -A i j := Matrix.ext_iff.mpr hA i j
      by_cases h : e i = e j
      · simp only [canonicalMultiplier, Matrix.of_apply, if_pos h, if_pos h.symm]
      · have h' : ¬ e j = e i := fun h' => h h'.symm
        simp only [canonicalMultiplier, Matrix.of_apply, if_neg h, if_neg h']
        rw [hA', ← neg_sub (e i) (e j), neg_div_neg_eq]
    · ext i j
      rw [fockCommutator_apply]
      by_cases h : e i = e j
      · rw [hdeg i j h, h, sub_self, zero_mul]
      · have h' : e i - e j ≠ 0 := sub_ne_zero.mpr h
        simp only [canonicalMultiplier, Matrix.of_apply, if_neg h]
        field_simp
  refine ⟨⟨?_, fun hdeg => ⟨_, key hdeg⟩⟩, key, ?_⟩
  · rintro ⟨Z, _, hZ⟩ i j hij
    rw [← hZ, fockCommutator_apply, hij, sub_self, zero_mul]
  · intro Z hZ hv
    ext i j
    by_cases h : e i = e j
    · simp only [canonicalMultiplier, Matrix.of_apply, if_pos h]
      exact hv i j h
    · simp only [canonicalMultiplier, Matrix.of_apply, if_neg h]
      exact multiplier_eq_div hZ h

/-- No solution of the multiplier equation has a smaller sum of squared entries than
`canonicalMultiplier e A`. -/
theorem canonicalMultiplier_minimal {e : n → ℝ} {A Z : Matrix n n ℝ}
    (hZ : fockCommutator e Z = A) :
    ∑ i, ∑ j, canonicalMultiplier e A i j ^ 2 ≤ ∑ i, ∑ j, Z i j ^ 2 := by
  refine Finset.sum_le_sum fun i _ => Finset.sum_le_sum fun j _ => ?_
  by_cases h : e i = e j
  · simp only [canonicalMultiplier, Matrix.of_apply, if_pos h]
    nlinarith [sq_nonneg (Z i j)]
  · have h1 := multiplier_eq_div hZ h
    simp only [canonicalMultiplier, Matrix.of_apply, if_neg h, h1, le_refl]

/-- Let `Z` solve the multiplier equation with zero diagonal, and let the orbital response `K`
keep the Fock matrix diagonal to first order under a perturbation `F₁`. Then the response term
`tr(A K)` of the gradient equals `tr(Z F₁)`. -/
theorem response_elimination {e e₁ : n → ℝ} {A Z K F₁ : Matrix n n ℝ}
    (hZ : fockCommutator e Z = A) (hd : ∀ i, Z i i = 0)
    (hK : F₁ + fockCommutator e K = diagonal e₁) :
    trace (A * K) = trace (Z * F₁) := by
  have h := trace_mul_fockCommutator e Z K
  rw [hZ] at h
  -- the first-order orbital energies do not contribute
  have h0 : trace (Z * diagonal e₁) = 0 := by
    simp [Matrix.trace, Matrix.mul_diagonal, hd]
  rw [← hK, Matrix.mul_add, Matrix.trace_add] at h0
  linarith

/-- Two orbitals with energies 1 and 3, with explicit multipliers, perturbation and orbital
response, meet the hypotheses of `response_elimination`. -/
theorem response_elimination_witness :
    fockCommutator ![1, 3] !![0, -1; -1, 0] = !![0, 2; -2, 0] ∧
    (∀ i, (!![0, -1; -1, 0] : Matrix (Fin 2) (Fin 2) ℝ) i i = 0) ∧
    !![5, 2; 2, 7] + fockCommutator ![1, 3] !![0, 1; -1, 0] = diagonal ![5, 7] := by
  refine ⟨?_, ?_, ?_⟩
  · ext i j
    rw [fockCommutator_apply]
    fin_cases i <;> fin_cases j <;> norm_num
  · intro i
    fin_cases i <;> simp
  · ext i j
    rw [Matrix.add_apply, fockCommutator_apply]
    fin_cases i <;> fin_cases j <;> norm_num [Matrix.diagonal_apply]

end

end CanonicalOrbitalMultipliers
```

```lean
#print axioms CanonicalOrbitalMultipliers.stationary_iff
-- 'CanonicalOrbitalMultipliers.stationary_iff' depends on axioms: [propext, Classical.choice, Quot.sound]
#print axioms CanonicalOrbitalMultipliers.canonical_multipliers
-- 'CanonicalOrbitalMultipliers.canonical_multipliers' depends on axioms: [propext, Classical.choice, Quot.sound]
#print axioms CanonicalOrbitalMultipliers.canonicalMultiplier_minimal
-- 'CanonicalOrbitalMultipliers.canonicalMultiplier_minimal' depends on axioms: [propext, Classical.choice, Quot.sound]
#print axioms CanonicalOrbitalMultipliers.response_elimination
-- 'CanonicalOrbitalMultipliers.response_elimination' depends on axioms: [propext, Classical.choice, Quot.sound]
```

## Reading the theorems and their proofs

The finite type `n` labels the orbitals, `e : n → ℝ` gives their energies, and real matrices indexed by `n` represent $A$, $Z$, $K$ and $F_1$. The hypothesis `Aᵀ = -A` says that the orbital gradient is antisymmetric, and `Z.IsSymm` says that the multipliers are symmetric. `fockCommutator e Z` is $[D,Z]$. `canonicalMultiplier e A` is the explicit solution, with the value zero assigned wherever `e i = e j`.

`stationary_iff` says that, for antisymmetric `A` and symmetric `Z`, the Lagrangian is stationary under all antisymmetric rotations exactly when the multiplier equation holds. Its proof inserts the residual as the trial rotation. `trace_mul_fockCommutator` moves the commutator by cyclicity, and `antisymm_eq_zero` carries out the sum-of-squares argument: a sum of nonnegative terms that vanishes has only zero terms, applied first to the rows and then to the entries.

`canonical_multipliers` has three parts: the existence criterion, the statement that the explicit matrix is a symmetric solution when the criterion holds, and uniqueness among solutions that vanish on degenerate pairs. The uniqueness part does not assume that the competing `Z` is symmetric. That the criterion is necessary follows directly from the entry formula `fockCommutator_apply`. The other steps split on whether `e i = e j`: where the energies agree, the explicit matrix is zero by definition, and elsewhere its entries are quotients, which `multiplier_eq_div` shows to be forced for any solution.

`canonicalMultiplier_minimal` compares the sums of squares term by term, again with that case split. It covers all solutions, symmetric or not.

`response_elimination` is the gradient identity. Its hypothesis `hd` requires a zero diagonal of `Z`, which removes the first-order orbital energies `e₁`; `canonicalMultiplier` has this property by construction. The hypothesis `hK` states that the perturbed orbitals remain canonical to first order. The proof combines the trace identity with the vanishing of $\mathrm{tr}(Z\,\mathrm{diag}(e^{(1)}))$. `response_elimination_witness` checks the hypotheses for the two-orbital example by computing every entry.

## A fixed Fock operator and exact degeneracy

For a finite set of real orbitals and a Fock operator that does not respond to the rotation, the theorems settle when the multipliers used in coupled-cluster gradients exist and what they are. Occupied–virtual rotations in Hartree–Fock theory change the density and add two-electron terms to the first-order Fock matrix. Those terms are absent here, so the division formula must not be used for that block in place of the coupled linear equations. The matrix $F_1$ is likewise taken as given. For displaced nuclei it refers to orbitals kept orthonormal, so it includes terms from the change of the overlap. In Hartree–Fock theory it also includes the change of the density through occupied–virtual rotations, which the coupled equations take into account.

The matrix $A$ is given. Nothing in the file derives it from coupled-cluster amplitudes or densities, or shows that it vanishes on degenerate pairs in a particular molecule. It does so when the energy expression is invariant to rotations within each degenerate set. A frozen-core boundary that cuts through such a set can destroy that invariance.

The condition `hK` is also an assumption about the perturbation. On a degenerate pair of distinct orbitals the commutator vanishes, so `hK` forces $(F_1)_{ij}=0$ there: the degenerate orbitals must already be chosen to diagonalise the perturbation within their subspace. A solution $Z$ that is nonzero on such a pair gives the same gradient for these perturbations, since its extra entries multiply zeros of $F_1$.

Finally, `e i = e j` is equality of real numbers. A program works with rounded energies and a threshold, and an error $\delta$ in $A_{ij}$ becomes an error $\delta/|e_i-e_j|$ in the multiplier, even if the gap itself is known precisely.
